# Alternating two oblique projectors can diverge although their ranges meet only in zero

The real matrices P = [[1,2],[0,0]] and Q = [[1,0],[1,0]], written row by row, satisfy P² = P and Q² = Q, neither is symmetric, and their ranges share only the zero vector. Nevertheless

(PQ)^m = diag(3^m, 0)  for every m ≥ 1,

so the upper-left entry tends to +∞ and the powers have no limit.

Q: For orthogonal projectors, von Neumann's theorem says that (PQ)^m converges to the projector onto the intersection of the ranges, which here would be zero. Show me with a vector where that goes wrong.

A: Number the components 0 and 1, as Lean does, and write x = (x₀, x₁). Then

Q x = (x₀, x₀),  P x = (x₀ + 2x₁, 0).

Q projects onto the diagonal along the direction (0,1), and P projects onto the first axis along the direction (2,−1). A vector in both ranges has x₁ = 0 and x₀ = x₁, so it vanishes. Now alternate, starting from (1,0):

(1,0) → Q → (1,1) → P → (3,0) → Q → (3,3) → P → (9,0).

An orthogonal projector never lengthens a vector, while both of these do. The product is PQ = diag(3,0), and the powers of a diagonal matrix are taken entry by entry.

Q: The 3 looks like an accident of the entries. What controls it?

A: One number built from overlaps. Take real vectors u, v, w, z with N components, write v·w = Σₖ vₖwₖ, and let |u⟩⟨v| be the matrix with entries uᵢvⱼ. Then

(|u⟩⟨v| |w⟩⟨z|)ᵢⱼ = Σₖ uᵢvₖwₖzⱼ = (v·w) uᵢzⱼ.

With w = u and z = v this shows that |u⟩⟨v| is idempotent when v·u = 1, that is, when v is a dual vector to u. For P = |u⟩⟨v| and Q = |w⟩⟨z| define the round-trip gain g = (v·w)(z·u). The product rule gives PQ = (v·w)|u⟩⟨z|, and applying it again,

(PQ)² = (v·w)² (z·u) |u⟩⟨z| = g PQ.

Multiplying by PQ repeatedly gives, for m ≥ 0,

(PQ)^(m+1) = g^m PQ.

Since tr |u⟩⟨z| = z·u, the trace of PQ is g, and

tr (PQ)^(m+1) = g^(m+1).

If |g| < 1 the power formula sends the matrices to zero. Conversely, if the matrices tend to zero, so do their traces, and g^(m+1) → 0 forces |g| < 1. Boundedness works the same way. If |g| ≤ 1, no entry of (PQ)^(m+1) exceeds the corresponding entry of PQ in modulus. If all entries are bounded by a constant C, then |g|^(m+1) ≤ NC for all m, which is impossible for |g| > 1.

The example belongs to the family P_a = [[1,a],[0,0]] with real a and the same Q. Here u = (1,0), v = (1,a), w = (1,1), z = (1,0), so v·u = 1, z·w = 1 and g = 1 + a. The choice a = 2 gives g = 3.

Q: My doubt is about the translation. Are the Lean objects the operators we just used?

A: Vectors are functions `n → ℝ` on a finite index type `n`, whose number of elements is N. The scalars are real and the dimension is finite.

```lean
import Mathlib

open Matrix Filter Topology

namespace ObliqueAlternatingProjections

variable {n : Type*} [Fintype n]
```

`dyad u v` is |u⟩⟨v|, through Mathlib's `vecMulVec`, which has entries uᵢvⱼ. No complex conjugate appears because everything is real.

```lean
/-- The dyad `|u⟩⟨v|`, the matrix with entries `u i * v j`. -/
def dyad (u v : n → ℝ) : Matrix n n ℝ := vecMulVec u v
```

`gain u v w z` is g, with `⬝ᵥ` the plain sum of products of components.

```lean
/-- The round-trip gain `⟨v|w⟩⟨z|u⟩` of the pair of dyads `|u⟩⟨v|` and `|w⟩⟨z|`. -/
def gain (u v w z : n → ℝ) : ℝ := (v ⬝ᵥ w) * (z ⬝ᵥ u)
```

`obliqueP a` is P_a and `obliqueQ` is Q. In `!![1, a; 0, 0]` the semicolon separates rows.

```lean
/-- The matrix `[[1, a], [0, 0]]`. -/
def obliqueP (a : ℝ) : Matrix (Fin 2) (Fin 2) ℝ := !![1, a; 0, 0]

/-- The matrix `[[1, 0], [1, 0]]`. -/
def obliqueQ : Matrix (Fin 2) (Fin 2) ℝ := !![1, 0; 1, 0]
```

Q: You use w = (1,1), which is not a unit vector. Does the gain depend on that choice?

A: No. The unit vector is (1,1)/√2, its dual is √2 (1,0), and the two factors cancel both in |w⟩⟨z| and in g. With the normalised pair the overlaps are (1+a)/√2 and √2, whose product is again 1 + a. The product rule `dyad_mul` assumes nothing about lengths. Its proof fixes an entry (i, j), unfolds both sides into sums over k, and compares the terms with `ring`.

```lean
/-- Product of two dyads: `|u⟩⟨v| |w⟩⟨z| = ⟨v|w⟩ |u⟩⟨z|`. -/
theorem dyad_mul (u v w z : n → ℝ) : dyad u v * dyad w z = (v ⬝ᵥ w) • dyad u z := by
  ext i j
  simp only [dyad, Matrix.mul_apply, Matrix.smul_apply, smul_eq_mul, vecMulVec_apply,
    dotProduct, Finset.sum_mul]
  exact Finset.sum_congr rfl fun k _ => by ring
```

The duality condition enters only in `dyad_idempotent`, as the hypothesis `v ⬝ᵥ u = 1`. Physically it says that the bra used to read off the coefficient of u returns 1 on u itself, so that u is left unchanged.

```lean
/-- A dyad built from a vector and a dual vector with `⟨v|u⟩ = 1` is idempotent. -/
theorem dyad_idempotent (u v : n → ℝ) (h : v ⬝ᵥ u = 1) : dyad u v * dyad u v = dyad u v := by
  rw [dyad_mul, h, one_smul]
```

Q: Then the power formula never uses that P and Q are projectors?

A: It holds for any two dyads, and rank-one projectors are the special case v·u = z·w = 1. In `alternating_pow` the inner step `h` is (PQ)² = g PQ: it rewrites PQ as (v·w)|u⟩⟨z|, pulls both scalars out, applies `dyad_mul u z u z`, and leaves an identity between numbers for `ring`. The induction multiplies by one more PQ and uses `h`. The exponent is `m + 1` because (PQ)^0 is the identity matrix, which in general is not a multiple of PQ.

```lean
variable [DecidableEq n]

/-- For dyads `P`, `Q` with round-trip gain `g`, the alternating products obey
`(PQ)^(m+1) = g^m PQ`. -/
theorem alternating_pow (u v w z : n → ℝ) (m : ℕ) :
    (dyad u v * dyad w z) ^ (m + 1) = gain u v w z ^ m • (dyad u v * dyad w z) := by
  -- one more round trip multiplies PQ by the gain
  have h : (dyad u v * dyad w z) * (dyad u v * dyad w z)
      = gain u v w z • (dyad u v * dyad w z) := by
    rw [dyad_mul u v w z, smul_mul_assoc, mul_smul_comm, dyad_mul u z u z]
    simp only [smul_smul]
    congr 1
    unfold gain
    ring
  induction m with
  | zero => simp
  | succ m ih => rw [pow_succ, ih, smul_mul_assoc, h, smul_smul, pow_succ]
```

`trace_alternating_pow` first establishes tr |u⟩⟨z| = z·u as `ht`, then moves the scalars g^m and v·w through the trace.

```lean
/-- The trace of `(PQ)^(m+1)` for two dyads is the `(m+1)`-th power of the round-trip gain. -/
theorem trace_alternating_pow (u v w z : n → ℝ) (m : ℕ) :
    ((dyad u v * dyad w z) ^ (m + 1)).trace = gain u v w z ^ (m + 1) := by
  have ht : (dyad u z).trace = z ⬝ᵥ u := by
    simp only [Matrix.trace, Matrix.diag_apply, dyad, vecMulVec_apply, dotProduct]
    exact Finset.sum_congr rfl fun k _ => by ring
  rw [alternating_pow, dyad_mul, trace_smul, trace_smul, ht]
  simp only [smul_eq_mul, gain]
  ring
```

Q: What does "tends to zero" mean for a Lean matrix? No norm is mentioned.

A: `Tendsto f atTop (𝓝 0)` says that f(m) approaches the zero matrix as m → ∞ in the topology that `Matrix n n ℝ` carries, which is convergence of every entry. In finite dimension this agrees with convergence in any matrix norm. The forward direction of `alternating_tendsto_zero_iff` shifts the sequence by one, passes it through the continuous trace (`hc`), replaces the traces by g^(m+1), and concludes with `tendsto_pow_atTop_nhds_zero_iff`, the statement that the powers of a real number tend to zero exactly when its modulus is below one. The backward direction multiplies g^m → 0 by the fixed matrix PQ through `smul_const`. Using the trace avoids having to pick a nonzero entry of PQ, which may not exist. If v·w = 0, or if `n` is empty, then PQ = 0 and g = 0, and both sides of the equivalence are true.

```lean
/-- For two dyads the powers `(PQ)^m` tend to the zero matrix exactly when the round-trip
gain has modulus below one. -/
theorem alternating_tendsto_zero_iff (u v w z : n → ℝ) :
    Tendsto (fun m : ℕ => (dyad u v * dyad w z) ^ m) atTop (𝓝 0) ↔ |gain u v w z| < 1 := by
  constructor
  · intro h
    -- the traces, which are powers of the gain, must tend to zero
    have hc : Continuous (fun A : Matrix n n ℝ => A.trace) := continuous_id.matrix_trace
    have h2 : Tendsto (fun m : ℕ => ((dyad u v * dyad w z) ^ (m + 1)).trace) atTop
        (𝓝 (0 : Matrix n n ℝ).trace) :=
      (hc.tendsto 0).comp (h.comp (tendsto_add_atTop_nat 1))
    simp only [trace_alternating_pow, trace_zero] at h2
    exact tendsto_pow_atTop_nhds_zero_iff.1
      ((tendsto_add_atTop_iff_nat (f := fun m : ℕ => gain u v w z ^ m) 1).1 h2)
  · intro h
    refine (tendsto_add_atTop_iff_nat 1).1 ?_
    simp only [alternating_pow]
    have h2 := (tendsto_pow_atTop_nhds_zero_iff.2 h).smul_const (dyad u v * dyad w z)
    rwa [zero_smul] at h2
```

In `alternating_bounded_iff` the constant `C` is chosen before `m`, `i` and `j`, so it is one bound for all powers and all entries. Necessity assumes |g| > 1, finds an m with |g|^(m+1) > NC, and contradicts it by the `calc` chain: the modulus of the trace is at most the sum of the moduli of the diagonal entries, hence at most NC. Sufficiency takes for `C` the sum of the moduli of all entries of PQ and uses |g|^m ≤ 1.

```lean
/-- For two dyads the entries of all `(PQ)^(m+1)` have a common bound exactly when the
round-trip gain has modulus at most one. -/
theorem alternating_bounded_iff (u v w z : n → ℝ) :
    (∃ C : ℝ, ∀ (m : ℕ) (i j : n), |((dyad u v * dyad w z) ^ (m + 1)) i j| ≤ C)
      ↔ |gain u v w z| ≤ 1 := by
  constructor
  · rintro ⟨C, hC⟩
    by_contra hg
    have ht := tendsto_pow_atTop_atTop_of_one_lt (not_le.1 hg)
    obtain ⟨m, hm⟩ := ((ht.comp (tendsto_add_atTop_nat 1)).eventually_gt_atTop
      ((Fintype.card n : ℝ) * C)).exists
    have hm' : (Fintype.card n : ℝ) * C < |gain u v w z| ^ (m + 1) := hm
    -- bounded entries give a bounded trace
    have hb : |gain u v w z ^ (m + 1)| ≤ (Fintype.card n : ℝ) * C := by
      rw [← trace_alternating_pow]
      calc |∑ i, ((dyad u v * dyad w z) ^ (m + 1)) i i|
          ≤ ∑ i, |((dyad u v * dyad w z) ^ (m + 1)) i i| := Finset.abs_sum_le_sum_abs _ _
        _ ≤ ∑ _i : n, C := Finset.sum_le_sum fun i _ => hC m i i
        _ = (Fintype.card n : ℝ) * C := by simp
    rw [abs_pow] at hb
    linarith
  · intro hg
    refine ⟨∑ p : n × n, |(dyad u v * dyad w z) p.1 p.2|, fun m i j => ?_⟩
    rw [alternating_pow, Matrix.smul_apply, smul_eq_mul, abs_mul, abs_pow]
    have h1 : |gain u v w z| ^ m ≤ 1 := pow_le_one₀ (abs_nonneg _) hg
    have h2 : |(dyad u v * dyad w z) i j| ≤ ∑ p : n × n, |(dyad u v * dyad w z) p.1 p.2| :=
      Finset.single_le_sum (f := fun p : n × n => |(dyad u v * dyad w z) p.1 p.2|)
        (fun _ _ => abs_nonneg _) (Finset.mem_univ (i, j))
    exact (mul_le_of_le_one_left (abs_nonneg _) h1).trans h2
```

Q: And "the ranges meet only in zero"? I want subspaces, not a statement about one vector.

A: `toLin' A` is the linear map x ↦ Ax on column vectors, and `LinearMap.range` is its image as a subspace. The symbol `⊓` is the intersection of subspaces and `⊥` is the zero subspace. `family_projectors` states, for every real a, both idempotencies and the trivial intersection. The two matrix identities are checked on the four entries. For the intersection, a vector x is written as P_a y and as Q s, which gives `h1 : x 1 = 0` and `h2 : x 0 = x 1`, the two equations used above.

```lean
/-- For every `a` the matrices `[[1,a],[0,0]]` and `[[1,0],[1,0]]` are idempotent and their
ranges meet only in the zero vector. -/
theorem family_projectors (a : ℝ) :
    obliqueP a * obliqueP a = obliqueP a ∧ obliqueQ * obliqueQ = obliqueQ ∧
      LinearMap.range (toLin' (obliqueP a)) ⊓ LinearMap.range (toLin' obliqueQ) = ⊥ := by
  refine ⟨?_, ?_, ?_⟩
  · ext i j
    fin_cases i <;> fin_cases j <;> simp [obliqueP, Matrix.mul_apply, Fin.sum_univ_two]
  · ext i j
    fin_cases i <;> fin_cases j <;> simp [obliqueQ, Matrix.mul_apply, Fin.sum_univ_two]
  · rw [Submodule.eq_bot_iff]
    intro x hx
    obtain ⟨hP, hQ⟩ := Submodule.mem_inf.1 hx
    obtain ⟨y, hy⟩ := LinearMap.mem_range.1 hP
    obtain ⟨s, hs⟩ := LinearMap.mem_range.1 hQ
    -- the range of P is the first axis, the range of Q is the diagonal
    have h1 : x 1 = 0 := by
      rw [← hy]
      simp [obliqueP, toLin'_apply, mulVec, dotProduct, Fin.sum_univ_two]
    have h2 : x 0 = x 1 := by
      rw [← hs]
      simp [obliqueQ, toLin'_apply, mulVec, dotProduct, Fin.sum_univ_two]
    ext i
    fin_cases i <;> simp [h1, h2]
```

`family_pow` works with the explicit 2×2 matrices: `h` computes P_a Q = diag(1+a, 0), and the induction multiplies diagonal matrices entry by entry.

```lean
/-- For `P = [[1,a],[0,0]]` and `Q = [[1,0],[1,0]]` one has
`(PQ)^(m+1) = diag((1+a)^(m+1), 0)`. -/
theorem family_pow (a : ℝ) (m : ℕ) :
    (obliqueP a * obliqueQ) ^ (m + 1) = !![(1 + a) ^ (m + 1), 0; 0, 0] := by
  have h : obliqueP a * obliqueQ = !![1 + a, 0; 0, 0] := by
    ext i j
    fin_cases i <;> fin_cases j <;>
      simp [obliqueP, obliqueQ, Matrix.mul_apply, Fin.sum_univ_two]
  induction m with
  | zero => rw [zero_add, pow_one, pow_one, h]
  | succ m ih =>
    rw [pow_succ, ih, h]
    ext i j
    fin_cases i <;> fin_cases j <;> simp [Matrix.mul_apply, Fin.sum_univ_two, pow_succ]
```

`family_tendsto_zero_iff` goes through the general criterion. It identifies P_a and Q as the dyads named earlier (`hP`, `hQ`), evaluates the gain as 1 + a (`hg`), and rewrites.

```lean
/-- For `P = [[1,a],[0,0]]` and `Q = [[1,0],[1,0]]` the powers `(PQ)^m` tend to the zero
matrix exactly when `|1 + a| < 1`. -/
theorem family_tendsto_zero_iff (a : ℝ) :
    Tendsto (fun m : ℕ => (obliqueP a * obliqueQ) ^ m) atTop (𝓝 0) ↔ |1 + a| < 1 := by
  have hP : obliqueP a = dyad ![1, 0] ![1, a] := by
    ext i j
    fin_cases i <;> fin_cases j <;> simp [obliqueP, dyad, vecMulVec_apply]
  have hQ : obliqueQ = dyad ![1, 1] ![1, 0] := by
    ext i j
    fin_cases i <;> fin_cases j <;> simp [obliqueQ, dyad, vecMulVec_apply]
  have hg : gain ![1, 0] ![1, a] ![1, 1] ![1, 0] = 1 + a := by
    simp [gain, dotProduct, Fin.sum_univ_two]
  rw [hP, hQ, alternating_tendsto_zero_iff, hg]
```

Q: Read me the final theorem clause by clause.

A: `alternating_oblique_diverges` has no hypotheses and eight clauses. P and Q are idempotent. Each differs from its transpose, which for a real idempotent means that it is not an orthogonal projector in the Euclidean inner product. The ranges intersect in zero. (PQ)^m = diag(3^m, 0) for m ≥ 1. The entry `0 0` tends to `atTop`, which on ℝ is +∞. Finally, for every matrix `L`, the powers fail to converge to `L`. The proof takes the projector facts from `family_projectors 2`, gets `hpow` by writing m = k + 1 in `family_pow`, and gets `hinf` because the entry equals 3^m from m = 1 on. Asymmetry is read off the entry in row 0 and column 1. A limit `L` would make the continuous entry map converge to the finite number `L 0 0`, which contradicts `hinf`.

```lean
/-- `P = [[1,2],[0,0]]` and `Q = [[1,0],[1,0]]` are non-symmetric idempotents whose ranges meet
only in zero, yet `(PQ)^m = diag(3^m, 0)` for `m ≥ 1`, the upper-left entry of `(PQ)^m` tends
to infinity, and the powers converge to no matrix. -/
theorem alternating_oblique_diverges :
    obliqueP 2 * obliqueP 2 = obliqueP 2 ∧ obliqueQ * obliqueQ = obliqueQ ∧
      (obliqueP 2)ᵀ ≠ obliqueP 2 ∧ obliqueQᵀ ≠ obliqueQ ∧
      LinearMap.range (toLin' (obliqueP 2)) ⊓ LinearMap.range (toLin' obliqueQ) = ⊥ ∧
      (∀ m : ℕ, 1 ≤ m → (obliqueP 2 * obliqueQ) ^ m = !![3 ^ m, 0; 0, 0]) ∧
      Tendsto (fun m : ℕ => ((obliqueP 2 * obliqueQ) ^ m) 0 0) atTop atTop ∧
      ∀ L, ¬ Tendsto (fun m : ℕ => (obliqueP 2 * obliqueQ) ^ m) atTop (𝓝 L) := by
  obtain ⟨hP, hQ, hR⟩ := family_projectors 2
  have h3 : (1 + 2 : ℝ) = 3 := by norm_num
  have hpow : ∀ m : ℕ, 1 ≤ m → (obliqueP 2 * obliqueQ) ^ m = !![3 ^ m, 0; 0, 0] := by
    intro m hm
    obtain ⟨k, rfl⟩ : ∃ k, m = k + 1 := ⟨m - 1, by omega⟩
    rw [family_pow, h3]
  have hinf : Tendsto (fun m : ℕ => ((obliqueP 2 * obliqueQ) ^ m) 0 0) atTop atTop := by
    refine (tendsto_pow_atTop_atTop_of_one_lt (by norm_num : (1 : ℝ) < 3)).congr' ?_
    filter_upwards [eventually_ge_atTop 1] with m hm
    rw [hpow m hm]
    simp
  refine ⟨hP, hQ, ?_, ?_, hR, hpow, hinf, ?_⟩
  · intro h
    have h01 := congrFun (congrFun h 0) 1
    simp [obliqueP] at h01
  · intro h
    have h01 := congrFun (congrFun h 0) 1
    simp [obliqueQ] at h01
  · -- a limit of the matrices would give a finite limit of the diverging entry
    intro L hL
    have hc : Continuous (fun A : Matrix (Fin 2) (Fin 2) ℝ => A 0 0) :=
      continuous_id.matrix_elem 0 0
    exact not_tendsto_nhds_of_tendsto_atTop hinf (L 0 0) ((hc.tendsto L).comp hL)

end ObliqueAlternatingProjections
```

```lean
#print axioms ObliqueAlternatingProjections.dyad_idempotent
#print axioms ObliqueAlternatingProjections.alternating_bounded_iff
#print axioms ObliqueAlternatingProjections.family_tendsto_zero_iff
#print axioms ObliqueAlternatingProjections.alternating_oblique_diverges
```

```
'ObliqueAlternatingProjections.dyad_idempotent' depends on axioms: [propext, Classical.choice, Quot.sound]
'ObliqueAlternatingProjections.alternating_bounded_iff' depends on axioms: [propext, Classical.choice, Quot.sound]
'ObliqueAlternatingProjections.family_tendsto_zero_iff' depends on axioms: [propext, Classical.choice, Quot.sound]
'ObliqueAlternatingProjections.alternating_oblique_diverges' depends on axioms: [propext, Classical.choice, Quot.sound]
```

Q: So is orthogonality proved to be necessary for convergence?

A: No. What the example shows is that idempotency together with a trivial intersection of ranges does not imply convergence, so a convergence theorem needs some further assumption such as orthogonality. Oblique pairs can converge. By `family_tendsto_zero_iff` the powers tend to zero for −2 < a < 0, for instance with g = 1/2 at a = −1/2. At a = 0 the matrix P_0 = diag(1,0) is an orthogonal projector while Q remains oblique, and `family_pow` gives (PQ)^(m+1) = diag(1,0), which is constant and nonzero. Making one of the two projectors orthogonal is therefore not enough to reach the projector onto the intersection. The general criteria cover rank-one operators on finite-dimensional real spaces, and projectors of higher rank, complex scalars and Hilbert spaces of infinite dimension are not treated.

Q: In a non-orthogonal basis with overlap matrix S, an orthogonal projector in general has an asymmetric matrix anyway. Your P and Q might be orthogonal in some other metric.

A: The asymmetry clauses refer to the Euclidean metric only, so the objection is fair, and the gain answers it. For a symmetric positive definite S, the S-orthogonal projector onto a nonzero coefficient vector c is |c⟩⟨v| with v = Sc/(cᵀSc). For two such projectors, onto c and d, built with the same S,

g = (cᵀSd)² / ((cᵀSc)(dᵀSd)) = cos²θ,

where θ is the angle between c and d in that metric, and the Cauchy–Schwarz inequality bounds this by 1. A gain of 3 then excludes any common metric. The Euclidean orthogonal projectors onto the two lines of the example have θ = 45° and g = 1/2. This cos²θ argument, like von Neumann's theorem itself, is background that none of the theorems in the file states.

Q: Where would I meet this in a calculation?

A: Projectors |u⟩⟨v| with v·u = 1 arise from a basis function and its dual in a non-orthogonal orbital basis, and from the right and left eigenvectors of a simple real eigenvalue of a real non-symmetric Hamiltonian matrix. Two different projectors taken from the same basis and its dual, or from different eigenvalues of the same Hamiltonian, have v·w = 0, so PQ = 0 and g = 0. Taking the same projector twice gives g = 1, so pairs from one such set never have a gain above one. A projector paired with its own transpose has the gain g = (v·v)(u·u) ≥ (v·u)² = 1, with equality only when u and v are parallel, that is, when the projector is symmetric. For an oblique projector this gain is therefore above one. For any two rank-one projectors on a finite-dimensional real space the gain decides whether the powers of PQ tend to zero (|g| < 1), stay bounded without tending to zero (|g| = 1) or grow without bound (|g| > 1). This concerns many repetitions, and a single pass can lengthen a vector even when |g| < 1. As a toy illustration, a loop that applies the two projectors of the example in turn reads:

```python
import numpy as np
P = np.array([[1., 2.], [0., 0.]])
Q = np.array([[1., 0.], [1., 0.]])
g = np.trace(P @ Q)        # 3.0
x = np.array([1., 0.])
for _ in range(5):
    x = P @ (Q @ x)        # (3,0), (9,0), ..., (243,0)
```

Checking `P @ P` against `P` and `Q @ Q` against `Q` passes here and says nothing about the loop. For rank-one projectors the trace of PQ is the gain, by `trace_alternating_pow` at m = 0, so one trace or two dot products settle the question before iterating. A single trial vector can miss the growth, since the start (0,1) is annihilated by Q in the first step.
